# A reference state with more than half its weight in one level bounds the phase error of a single-time readout

An energy can be read from the phase that a state collects as it evolves. One prepares a reference state $\psi$, lets it evolve for a time $t$ under the Hamiltonian $H$, and measures the complex overlap of the result with $\psi$. If $\psi$ is an eigenstate, the phase of the overlap gives the energy, up to multiples of $2\pi\hbar/t$. In electronic structure the reference is often a single determinant or a spin-adapted configuration, which only approximates the eigenstate. The other levels in it add contributions with phases of their own. How wrong can the phase at one time be, if all we know is the weight of $\psi$ in the wanted level?

## Level, weight and signal

Set $\hbar=1$. The states live in a complex Hilbert space `V` of any dimension.

In Lean 4 with Mathlib:

```lean
import Mathlib

open scoped InnerProductSpace

namespace SingleTimePhaseReadout

noncomputable section

variable {V : Type*} [NormedAddCommGroup V] [InnerProductSpace ℂ V] [CompleteSpace V]
```

The Hamiltonian is a bounded operator, written `V →L[ℂ] V`. Every Hermitian matrix qualifies, so an electronic Hamiltonian in a finite orbital basis does too; an unbounded Hamiltonian on continuous space does not. Self-adjointness is a separate hypothesis, `IsSelfAdjoint H`, made where it is needed.

For a real energy $E$, the level is the subspace of all solutions of $Hx=Ex$. It may be degenerate, as a spin multiplet is.

```lean
/-- The space of solutions of `H x = E x` for a real energy `E`. -/
def levelSpace (H : V →L[ℂ] V) (E : ℝ) : Submodule ℂ V where
  carrier := {x | H x = (E : ℂ) • x}
  add_mem' := by
    intro x y hx hy
    simp only [Set.mem_ofPred_eq] at hx hy ⊢
    rw [map_add, hx, hy, smul_add]
  zero_mem' := by simp
  smul_mem' := by
    intro c x hx
    simp only [Set.mem_ofPred_eq] at hx ⊢
    rw [map_smul, hx, smul_comm]
```

This subspace is closed, because both sides of the equation are continuous in $x$. It is therefore complete, and the orthogonal projection $P_E$ onto it exists.

```lean
/-- The space of solutions of `H x = E x` is complete. -/
instance (H : V →L[ℂ] V) (E : ℝ) : CompleteSpace (levelSpace H E) := by
  have h : IsClosed (levelSpace H E : Set V) :=
    isClosed_eq H.continuous (continuous_const_smul (E : ℂ))
  exact h.completeSpace_coe
```

The weight is $p=\|P_E\psi\|^2$. If $E$ is not an eigenvalue, the level is $\{0\}$ and $p=0$.

```lean
/-- The weight of `ψ` in the level `E`: the squared norm of its orthogonal projection. -/
def weight (H : V →L[ℂ] V) (E : ℝ) (ψ : V) : ℝ :=
  ‖(levelSpace H E).starProjection ψ‖ ^ 2
```

Time evolution is the operator exponential $U(t)=e^{-itH}$, with no Trotter error.

```lean
/-- The time evolution `exp(-itH)`. -/
def evolution (H : V →L[ℂ] V) (t : ℝ) : V →L[ℂ] V :=
  NormedSpace.exp ((-(t : ℂ) * Complex.I) • H)
```

The signal is the overlap with the expected phase removed:
$$z_\psi(t)=e^{itE}\langle\psi,U(t)\psi\rangle .$$
The inner product is conjugate-linear in its first argument. Any phase left in $z_\psi(t)$ is the bias caused by the imperfect reference; sampling noise is not modelled.

```lean
/-- The readout signal `exp(itE) ⟨ψ, exp(-itH) ψ⟩`. -/
def signal (H : V →L[ℂ] V) (E : ℝ) (ψ : V) (t : ℝ) : ℂ :=
  Complex.exp ((t * E : ℂ) * Complex.I) * ⟪ψ, evolution H t ψ⟫_ℂ
```

## (a) Evolution inside the level

**Task.** Let $Hx=Ex$. Show that
$$U(t)x=e^{-itE}x .$$

**Solution.** For complex $u$ put $F(u)=e^{-uE}e^{uH}x$. Then
$$F'(u)=-E\,e^{-uE}e^{uH}x+e^{-uE}e^{uH}Hx=0,$$
since $Hx=Ex$. So $F$ is constant, and $F(-it)=F(0)=x$ reads $e^{itE}U(t)x=x$. Multiply by $e^{-itE}$.

In the code, `hd` is the vanishing derivative, `is_const_of_deriv_eq_zero` compares $u=-it$ with $u=0$, and the final `calc` multiplies the phase back. Self-adjointness is not used.

```lean
/-- A vector in the level `E` evolves by the phase `exp(-itE)`. -/
theorem evolution_level {H : V →L[ℂ] V} {E : ℝ} {x : V} (hx : x ∈ levelSpace H E) (t : ℝ) :
    evolution H t x = Complex.exp (-(t * E : ℂ) * Complex.I) • x := by
  have hx' : H x = (E : ℂ) • x := hx
  -- exp(-uE) exp(uH) x does not depend on u
  have hd : ∀ u : ℂ, HasDerivAt
      (fun u : ℂ => Complex.exp (-(u * (E : ℂ))) • (NormedSpace.exp (u • H)) x) 0 u := by
    intro u
    have h1 : HasDerivAt (fun u : ℂ => (NormedSpace.exp (u • H)) x)
        ((NormedSpace.exp (u • H) * H) x) u := by
      simpa using (hasDerivAt_exp_smul_const H u).clm_apply (hasDerivAt_const u x)
    have h3 : HasDerivAt (fun u : ℂ => -(u * (E : ℂ))) (-(E : ℂ)) u := by
      simpa using ((hasDerivAt_id u).mul_const (E : ℂ)).fun_neg
    have h4 : (NormedSpace.exp (u • H) * H) x = (E : ℂ) • (NormedSpace.exp (u • H)) x := by
      change (NormedSpace.exp (u • H)) (H x) = _
      rw [hx', map_smul]
    refine (h3.cexp.smul h1).congr_deriv ?_
    rw [h4]
    module
  have h := is_const_of_deriv_eq_zero (fun u => (hd u).differentiableAt)
    (fun u => (hd u).deriv) (-(t : ℂ) * Complex.I) 0
  have h0 : Complex.exp (-((0 : ℂ) * (E : ℂ))) • (NormedSpace.exp ((0 : ℂ) • H)) x = x := by
    simp
  have h5 : Complex.exp (-(-(t : ℂ) * Complex.I * E)) • evolution H t x = x := h.trans h0
  have h6 : -(t * E : ℂ) * Complex.I + -(-(t : ℂ) * Complex.I * E) = 0 := by ring
  calc evolution H t x = Complex.exp (-(t * E : ℂ) * Complex.I) •
        (Complex.exp (-(-(t : ℂ) * Complex.I * E)) • evolution H t x) := by
        rw [smul_smul, ← Complex.exp_add, h6, Complex.exp_zero, one_smul]
    _ = _ := by rw [h5]
```

## (b) Moving the evolution across the inner product

**Task.** Let $H$ be self-adjoint. Show that for all $x,y$
$$\langle x,U(t)y\rangle=\langle U(-t)x,y\rangle .$$

**Solution.** Taking the adjoint term by term in the exponential series gives
$$U(t)^\dagger=\exp\big(\overline{(-it)}\,H^\dagger\big)=e^{itH}=U(-t),$$
and the claim is the definition of the adjoint.

Here `hc` conjugates the scalar and `hs` is the identity $U(t)^\dagger=U(-t)$.

```lean
/-- For self-adjoint `H`, evolution moves across the inner product as reversed evolution. -/
theorem inner_evolution {H : V →L[ℂ] V} (hH : IsSelfAdjoint H) (t : ℝ) (x y : V) :
    ⟪x, evolution H t y⟫_ℂ = ⟪evolution H (-t) x, y⟫_ℂ := by
  let : NormedAlgebra ℚ (V →L[ℂ] V) := NormedAlgebra.restrictScalars ℚ ℂ _
  have hc : star (-(t : ℂ) * Complex.I) = -((-t : ℝ) : ℂ) * Complex.I := by
    apply Complex.ext <;> simp
  have hs : star (evolution H t) = evolution H (-t) := by
    unfold evolution
    rw [NormedSpace.star_exp, star_smul, hH.star_eq, hc]
  rw [← hs, ContinuousLinearMap.star_eq_adjoint, ContinuousLinearMap.adjoint_inner_left]
```

## (c) Conservation of the norm

**Task.** Let $H$ be self-adjoint. Show that
$$\|U(t)x\|=\|x\| .$$

**Solution.** The exponents $itH$ and $-itH$ commute and add to zero, so $U(-t)U(t)=1$. By (b),
$$\|U(t)x\|^2=\langle U(t)x,U(t)x\rangle=\langle U(-t)U(t)x,x\rangle=\|x\|^2 ,$$
and both norms are nonnegative.

The product of exponentials is `hm`, and the `calc` block is the displayed line.

```lean
/-- Evolution under a self-adjoint `H` preserves the norm. -/
theorem norm_evolution {H : V →L[ℂ] V} (hH : IsSelfAdjoint H) (t : ℝ) (x : V) :
    ‖evolution H t x‖ = ‖x‖ := by
  let : NormedAlgebra ℚ (V →L[ℂ] V) := NormedAlgebra.restrictScalars ℚ ℂ _
  have h0 : -((-t : ℝ) : ℂ) * Complex.I + -(t : ℂ) * Complex.I = 0 := by
    push_cast
    ring
  have hm : evolution H (-t) * evolution H t = 1 := by
    unfold evolution
    rw [← NormedSpace.exp_add_of_commute (((Commute.refl H).smul_left _).smul_right _),
      ← add_smul, h0, zero_smul, NormedSpace.exp_zero]
  have hinv : evolution H (-t) (evolution H t x) = x := congrArg (fun A : V →L[ℂ] V => A x) hm
  refine (sq_eq_sq₀ (norm_nonneg _) (norm_nonneg _)).1 ?_
  calc ‖evolution H t x‖ ^ 2 = RCLike.re ⟪evolution H t x, evolution H t x⟫_ℂ :=
        (inner_self_eq_norm_sq _).symm
    _ = RCLike.re ⟪x, x⟫_ℂ := by rw [inner_evolution hH t (evolution H t x) x, hinv]
    _ = ‖x‖ ^ 2 := inner_self_eq_norm_sq _
```

## (d) No interference between the level and the rest

**Task.** Let $H$ be self-adjoint, $\varphi$ in the level $E$ and $\chi$ orthogonal to that level, neither necessarily normalised. Show that
$$z_{\varphi+\chi}(t)=\|\varphi\|^2+z_\chi(t).$$

**Solution.** Expand $\langle\varphi+\chi,U(t)(\varphi+\chi)\rangle$ into four terms. By (a),
$$\langle\varphi,U(t)\varphi\rangle=e^{-itE}\|\varphi\|^2,\qquad \langle\chi,U(t)\varphi\rangle=e^{-itE}\langle\chi,\varphi\rangle=0 .$$
By (b) and then (a),
$$\langle\varphi,U(t)\chi\rangle=\langle U(-t)\varphi,\chi\rangle=\langle e^{itE}\varphi,\chi\rangle=e^{-itE}\langle\varphi,\chi\rangle=0 .$$
The fourth term is $\langle\chi,U(t)\chi\rangle$. Multiplying the sum by $e^{itE}$ gives the claim.

The cross terms vanish through `h0'` and `h1`; `he` cancels the two phases in front of $\|\varphi\|^2$.

```lean
/-- For self-adjoint `H`, a component `φ` in the level `E` and a component `χ` orthogonal to
that level contribute to the signal without interference. -/
theorem signal_add {H : V →L[ℂ] V} (hH : IsSelfAdjoint H) {E : ℝ} {φ χ : V}
    (hφ : φ ∈ levelSpace H E) (hχ : χ ∈ (levelSpace H E)ᗮ) (t : ℝ) :
    signal H E (φ + χ) t = ((‖φ‖ ^ 2 : ℝ) : ℂ) + signal H E χ t := by
  have h0 : ⟪φ, χ⟫_ℂ = 0 := (Submodule.mem_orthogonal _ _).1 hχ φ hφ
  have h0' : ⟪χ, φ⟫_ℂ = 0 := by rw [← inner_conj_symm, h0, map_zero]
  have h1 : ⟪φ, evolution H t χ⟫_ℂ = 0 := by
    rw [inner_evolution hH, evolution_level hφ, inner_smul_left, h0, mul_zero]
  have hn : ⟪φ, φ⟫_ℂ = ((‖φ‖ ^ 2 : ℝ) : ℂ) := by simp [inner_self_eq_norm_sq_to_K]
  have he : Complex.exp ((t * E : ℂ) * Complex.I) * Complex.exp (-(t * E : ℂ) * Complex.I)
      = 1 := by
    rw [← Complex.exp_add, neg_mul, add_neg_cancel, Complex.exp_zero]
  unfold signal
  rw [map_add, inner_add_left, inner_add_right, inner_add_right, h1, evolution_level hφ,
    inner_smul_right, inner_smul_right, h0', hn]
  linear_combination ((‖φ‖ ^ 2 : ℝ) : ℂ) * he
```

## (e) The argument on a disc

**Task.** Let $p>1/2$ be real and let $z$ be complex with $|z-p|\le 1-p$. Show that
$$z\neq0,\qquad |\arg z|\le\arcsin\frac{1-p}{p}.$$

**Solution.** The real part satisfies $\operatorname{Re}z\ge p-(1-p)=2p-1>0$, so $z\ne0$. Next, $\bar z(z-p)=|z|^2-p\bar z$ has imaginary part $p\operatorname{Im}z$. Hence
$$p\,|\operatorname{Im}z|\le|\bar z(z-p)|=|z|\,|z-p|\le(1-p)|z| .$$
Dividing by $p|z|$ gives $|\operatorname{Im}z|/|z|\le(1-p)/p$. As $\operatorname{Re}z>0$, we have $\arg z=\arcsin(\operatorname{Im}z/|z|)$, and the arcsine is odd and increasing.

Geometrically, $p\,|\operatorname{Im}z|/|z|$ is the distance from $p$ to the line through $0$ and $z$. The steps appear as `hre`, `him` and `hq`, and `Real.monotone_arcsin` finishes. `Complex.arg` is the principal value in $(-\pi,\pi]$.

```lean
/-- A complex number within `1 - p` of `p > 1/2` is nonzero, and its argument is at most
`arcsin((1-p)/p)` in absolute value. -/
theorem arg_bound_of_disc {z : ℂ} {p : ℝ} (hp : 1 / 2 < p) (hz : ‖z - p‖ ≤ 1 - p) :
    z ≠ 0 ∧ |z.arg| ≤ Real.arcsin ((1 - p) / p) := by
  have hre : 0 < z.re := by
    have h := (abs_le.1 ((Complex.abs_re_le_norm (z - p)).trans hz)).1
    simp only [Complex.sub_re, Complex.ofReal_re] at h
    linarith
  have hz0 : z ≠ 0 := by
    intro h
    simp [h] at hre
  have hp0 : 0 < p := by linarith
  have hn : 0 < ‖z‖ := norm_pos_iff.2 hz0
  -- the distance from p to the ray through z is at most 1 - p
  have him : p * |z.im| ≤ (1 - p) * ‖z‖ := by
    have h1 : (star z * (z - p)).im = p * z.im := by
      simp [Complex.mul_im]
      ring
    calc p * |z.im| = |(star z * (z - p)).im| := by rw [h1, abs_mul, abs_of_pos hp0]
      _ ≤ ‖star z * (z - p)‖ := Complex.abs_im_le_norm _
      _ = ‖z - p‖ * ‖z‖ := by rw [norm_mul, norm_star, mul_comm]
      _ ≤ (1 - p) * ‖z‖ := by gcongr
  have hq : |z.im / ‖z‖| ≤ (1 - p) / p := by
    rw [abs_div, abs_of_pos hn, div_le_div_iff₀ hn hp0]
    linarith
  refine ⟨hz0, ?_⟩
  rw [Complex.arg_of_re_nonneg hre.le, abs_le, ← Real.arcsin_neg]
  exact ⟨Real.monotone_arcsin (abs_le.1 hq).1, Real.monotone_arcsin (abs_le.1 hq).2⟩
```

## (f) The bound on the phase bias

**Task.** Let $H$ be self-adjoint and $\psi$ a unit vector of weight $p>1/2$ in the level $E$. Show that for every real $t$
$$z_\psi(t)\neq0,\qquad |\arg z_\psi(t)|\le\arcsin\frac{1-p}{p}.$$

**Solution.** Split $\psi=\varphi+\chi$ with $\varphi=P_E\psi$. Then $\|\varphi\|^2=p$, and Pythagoras gives $\|\chi\|^2=1-p$. By (d), $z_\psi(t)-p=z_\chi(t)$. The prefactor has modulus one, so Cauchy–Schwarz and (c) give
$$|z_\chi(t)|=|\langle\chi,U(t)\chi\rangle|\le\|\chi\|\,\|U(t)\chi\|=1-p .$$
Now apply (e).

The code applies `arg_bound_of_disc` first, which leaves the disc condition to prove. There `hpy` is Pythagoras, `hs` is the splitting from (d), and the `calc` block is the estimate above.

```lean
/-- For self-adjoint `H` and a unit vector `ψ` of weight `p > 1/2` in the level `E`, the signal
is nonzero at every time and its phase is at most `arcsin((1-p)/p)` in absolute value. -/
theorem phase_bias_bound {H : V →L[ℂ] V} (hH : IsSelfAdjoint H) {E : ℝ} {ψ : V}
    (hψ : ‖ψ‖ = 1) (hp : 1 / 2 < weight H E ψ) (t : ℝ) :
    signal H E ψ t ≠ 0 ∧
      |(signal H E ψ t).arg| ≤ Real.arcsin ((1 - weight H E ψ) / weight H E ψ) := by
  apply arg_bound_of_disc hp
  obtain ⟨φ, hφ⟩ : ∃ φ, φ = (levelSpace H E).starProjection ψ := ⟨_, rfl⟩
  have hm : φ ∈ levelSpace H E := hφ ▸ Submodule.starProjection_apply_mem _ ψ
  have ho : ψ - φ ∈ (levelSpace H E)ᗮ :=
    hφ ▸ Submodule.sub_starProjection_mem_orthogonal ψ
  have hw : weight H E ψ = ‖φ‖ ^ 2 := by rw [weight, hφ]
  have hs := signal_add hH hm ho t
  have hpy := norm_add_sq (𝕜 := ℂ) φ (ψ - φ)
  rw [(Submodule.mem_orthogonal _ _).1 ho φ hm, map_zero, add_sub_cancel, hψ] at hpy
  rw [add_sub_cancel] at hs
  rw [hs, hw, add_sub_cancel_left]
  -- the remainder contributes at most its squared norm
  have he : ‖Complex.exp ((t * E : ℂ) * Complex.I)‖ = 1 := by
    rw [← Complex.ofReal_mul, Complex.norm_exp_ofReal_mul_I]
  calc ‖signal H E (ψ - φ) t‖ = ‖⟪ψ - φ, evolution H t (ψ - φ)⟫_ℂ‖ := by
        rw [signal, norm_mul, he, one_mul]
    _ ≤ ‖ψ - φ‖ * ‖evolution H t (ψ - φ)‖ := norm_inner_le_norm _ _
    _ = 1 - ‖φ‖ ^ 2 := by
        rw [norm_evolution hH]
        linarith
```

A weight of $p=0.9$ limits the bias to $\arcsin(1/9)\approx0.111$ radians, whatever the other levels are. The condition cannot be relaxed to $p\ge1/2$: an equal superposition of eigenstates with energies $E\neq E'$ has $z_\psi(t)=\tfrac12\big(1+e^{-it(E'-E)}\big)$, which vanishes at $t=\pi/(E'-E)$.

## (g) The phase of the measured overlap

**Task.** Under the assumptions of (f), write $a(t)=\langle\psi,U(t)\psi\rangle$. Show that $a(t)\ne0$ and that there is a real $\delta$ with
$$a(t)=|a(t)|\,e^{i(\delta-tE)},\qquad |\delta|\le\arcsin\frac{1-p}{p}.$$

**Solution.** Since $z_\psi(t)=e^{itE}a(t)$ is nonzero, so is $a(t)$, and the two have equal modulus. Take $\delta=\arg z_\psi(t)$. Then $z_\psi(t)=|a(t)|e^{i\delta}$, and dividing by $e^{itE}$ gives the formula. The bound on $\delta$ is (f).

In the code `hn` equates the moduli and `hpol` is the polar form. The number $\delta$ may depend on $t$. For $t\ne0$, once the multiple of $2\pi$ has been fixed by other means, the energy read from the phase is off by $|\delta|/|t|$.

```lean
/-- For self-adjoint `H` and a unit vector `ψ` of weight `p > 1/2` in the level `E`, the overlap
`⟨ψ, exp(-itH) ψ⟩` is nonzero and has phase `δ - tE` with `|δ| ≤ arcsin((1-p)/p)`. -/
theorem overlap_phase {H : V →L[ℂ] V} (hH : IsSelfAdjoint H) {E : ℝ} {ψ : V}
    (hψ : ‖ψ‖ = 1) (hp : 1 / 2 < weight H E ψ) (t : ℝ) :
    ⟪ψ, evolution H t ψ⟫_ℂ ≠ 0 ∧
      ∃ δ : ℝ, |δ| ≤ Real.arcsin ((1 - weight H E ψ) / weight H E ψ) ∧
        ⟪ψ, evolution H t ψ⟫_ℂ =
          ‖⟪ψ, evolution H t ψ⟫_ℂ‖ * Complex.exp ((δ - t * E : ℂ) * Complex.I) := by
  obtain ⟨h0, hb⟩ := phase_bias_bound hH hψ hp t
  refine ⟨fun h => h0 (by rw [signal, h, mul_zero]), (signal H E ψ t).arg, hb, ?_⟩
  have he : ‖Complex.exp ((t * E : ℂ) * Complex.I)‖ = 1 := by
    rw [← Complex.ofReal_mul, Complex.norm_exp_ofReal_mul_I]
  have hn : ‖signal H E ψ t‖ = ‖⟪ψ, evolution H t ψ⟫_ℂ‖ := by
    rw [signal, norm_mul, he, one_mul]
  have hpol := Complex.norm_mul_exp_arg_mul_I (signal H E ψ t)
  rw [hn] at hpol
  rw [sub_mul, Complex.exp_sub, ← mul_div_assoc, hpol, signal,
    mul_div_cancel_left₀ _ (Complex.exp_ne_zero _)]

end

end SingleTimePhaseReadout
```

```lean
#print axioms SingleTimePhaseReadout.phase_bias_bound
#print axioms SingleTimePhaseReadout.overlap_phase
```

```
'SingleTimePhaseReadout.phase_bias_bound' depends on axioms: [propext, Classical.choice, Quot.sound]
'SingleTimePhaseReadout.overlap_phase' depends on axioms: [propext, Classical.choice, Quot.sound]
```

## The overlap also keeps a minimum size

Under the assumptions of (f), with $p>1/2$, the same disc bounds the modulus. From $|z_\psi(t)-p|\le1-p$ one gets
$$|\langle\psi,U(t)\psi\rangle|=|z_\psi(t)|\ge p-(1-p)=2p-1$$
at every time, so the quantity whose phase is measured never becomes arbitrarily small. This inequality is derived here by hand and has no theorem of its own in the code.
